# The Wood–Zunger subspace step: minimising the residual by a generalised eigenproblem

Let $\psi_1,\dots,\psi_m$ ($m\ge 1$) be linearly independent vectors in a real or complex inner-product space, $H$ a linear operator on it and $E$ a fixed real reference energy, and set $r_i=(H-E)\psi_i$, $R_{ij}=\langle r_i,r_j\rangle$ and $S_{ij}=\langle\psi_i,\psi_j\rangle$. The inner product is conjugate-linear in its first argument, and coefficients $c_i$ define the trial vector $v(c)=\sum_i c_i\psi_i$. The smallest value of the normalised squared residual $\|(H-E)v\|^2/\|v\|^2$ over the nonzero trial vectors is the smallest $\lambda$ for which $Rc=\lambda Sc$ has a solution $c\neq0$, and the solutions for that $\lambda$ give the minimising vectors.

```lean
import Mathlib

open Matrix

namespace WoodZunger

noncomputable section

variable {𝕜 V ι : Type*} [RCLike 𝕜] [NormedAddCommGroup V] [InnerProductSpace 𝕜 V]

/-- The residual map `v ↦ (H - E) v` at the reference energy `E`. -/
def residual (H : V →ₗ[𝕜] V) (E : ℝ) : V →ₗ[𝕜] V := H - (E : 𝕜) • LinearMap.id

/-- The squared residual norm per squared norm of the state, for a nonzero vector `v`. -/
def ratio (H : V →ₗ[𝕜] V) (E : ℝ) (v : V) : ℝ := ‖residual H E v‖ ^ 2 / ‖v‖ ^ 2

variable (𝕜) in
/-- The matrix of inner products `⟨φ_i, φ_j⟩` of a family of vectors. -/
def overlap (φ : ι → V) : Matrix ι ι 𝕜 := Matrix.of fun i j => inner 𝕜 (φ i) (φ j)

/-- The matrix `R_ij = ⟨r_i, r_j⟩` of the residuals `r_i = (H - E) ψ_i`. -/
def residualMatrix (H : V →ₗ[𝕜] V) (E : ℝ) (ψ : ι → V) : Matrix ι ι 𝕜 :=
  overlap 𝕜 fun i => residual H E (ψ i)

variable [Fintype ι]

/-- The trial vector `∑ c_i ψ_i`. -/
def trial (ψ : ι → V) (c : ι → 𝕜) : V := ∑ i, c i • ψ i

/-- The inner product of a trial vector with `w`, expanded in the coefficients. -/
theorem inner_trial (φ : ι → V) (d : ι → 𝕜) (w : V) :
    inner 𝕜 (trial φ d) w = ∑ i, starRingEnd 𝕜 (d i) * inner 𝕜 (φ i) w := by
  simp [trial, sum_inner, inner_smul_left]

/-- The overlap matrix applied to coefficients gives the inner products of the members of the family
with the trial vector. -/
theorem overlap_mulVec (φ : ι → V) (c : ι → 𝕜) (i : ι) :
    (overlap 𝕜 φ *ᵥ c) i = inner 𝕜 (φ i) (trial φ c) := by
  simp [overlap, trial, Matrix.mulVec, dotProduct, inner_sum, inner_smul_right, mul_comm]

/-- The residual of a trial vector is the same combination of the stored residuals. -/
theorem residual_trial (H : V →ₗ[𝕜] V) (E : ℝ) (ψ : ι → V) (c : ι → 𝕜) :
    residual H E (trial ψ c) = trial (fun i => residual H E (ψ i)) c := by
  simp only [trial, map_sum, map_smul]

/-- For linearly independent `ψ_i`, nonzero coefficients give a nonzero trial vector. -/
theorem trial_ne_zero {ψ : ι → V} (hψ : LinearIndependent 𝕜 ψ) {c : ι → 𝕜} (hc : c ≠ 0) :
    trial ψ c ≠ 0 :=
  fun h => hc (funext (Fintype.linearIndependent_iff.1 hψ c h))

/-- For a nonempty finite family of linearly independent `ψ_i`, the residual ratio attains its
minimum over the trial vectors whose coefficient vector is nonzero. -/
theorem exists_minimum [Nonempty ι] (H : V →ₗ[𝕜] V) (E : ℝ) {ψ : ι → V}
    (hψ : LinearIndependent 𝕜 ψ) :
    ∃ c : ι → 𝕜, c ≠ 0 ∧
      ∀ d : ι → 𝕜, d ≠ 0 → ratio H E (trial ψ c) ≤ ratio H E (trial ψ d) := by
  have : ProperSpace (ι → 𝕜) := FiniteDimensional.proper_rclike 𝕜 (ι → 𝕜)
  have hne : ∀ c ∈ Metric.sphere (0 : ι → 𝕜) 1, c ≠ 0 := by
    rintro c hc rfl
    simp at hc
  have hcont : ContinuousOn (fun c : ι → 𝕜 => ratio H E (trial ψ c))
      (Metric.sphere 0 1) := by
    have h1 (φ : ι → V) : Continuous fun c : ι → 𝕜 => trial φ c := by
      unfold trial
      fun_prop
    simp only [ratio, residual_trial]
    exact ContinuousOn.div ((h1 _).norm.pow 2).continuousOn ((h1 _).norm.pow 2).continuousOn
      fun c hc => pow_ne_zero 2 (norm_ne_zero_iff.2 (trial_ne_zero hψ (hne c hc)))
  -- minimize on the compact unit sphere of coefficients
  obtain ⟨c, hc, hmin⟩ := (isCompact_sphere (0 : ι → 𝕜) 1).exists_isMinOn
    ⟨fun _ => 1, by rw [mem_sphere_zero_iff_norm, pi_norm_const, norm_one]⟩ hcont
  refine ⟨c, hne c hc, fun d hd => ?_⟩
  -- rescale arbitrary coefficients to the sphere
  have hn : ‖d‖ ≠ 0 := norm_ne_zero_iff.2 hd
  have ha : ((‖d‖⁻¹ : ℝ) : 𝕜) ≠ 0 := RCLike.ofReal_ne_zero.2 (inv_ne_zero hn)
  have h := isMinOn_iff.1 hmin (((‖d‖⁻¹ : ℝ) : 𝕜) • d) (by
    rw [mem_sphere_zero_iff_norm, norm_smul, RCLike.norm_ofReal,
      abs_of_nonneg (inv_nonneg.2 (norm_nonneg d)), inv_mul_cancel₀ hn])
  have hs : trial ψ (((‖d‖⁻¹ : ℝ) : 𝕜) • d) = ((‖d‖⁻¹ : ℝ) : 𝕜) • trial ψ d := by
    simp only [trial, Pi.smul_apply, smul_eq_mul, Finset.smul_sum, smul_smul]
  refine h.trans (le_of_eq ?_)
  rw [hs]
  unfold ratio
  rw [map_smul, norm_smul, norm_smul, mul_pow, mul_pow,
    mul_div_mul_left _ _ (pow_ne_zero 2 (norm_ne_zero_iff.2 ha))]

/-- If `‖(H - E)v‖² - lam ‖v‖²` is nonnegative on all trial vectors and vanishes at the
coefficients `c`, then `R c = lam S c`. -/
theorem secular_of_minimum (H : V →ₗ[𝕜] V) (E : ℝ) (ψ : ι → V) (c : ι → 𝕜) (lam : ℝ)
    (h0 : ‖residual H E (trial ψ c)‖ ^ 2 = lam * ‖trial ψ c‖ ^ 2)
    (hmin : ∀ d : ι → 𝕜, lam * ‖trial ψ d‖ ^ 2 ≤ ‖residual H E (trial ψ d)‖ ^ 2) :
    residualMatrix H E ψ *ᵥ c = (lam : 𝕜) • (overlap 𝕜 ψ *ᵥ c) := by
  obtain ⟨w, hw⟩ : ∃ w, w = residualMatrix H E ψ *ᵥ c - (lam : 𝕜) • (overlap 𝕜 ψ *ᵥ c) :=
    ⟨_, rfl⟩
  have htr (t : ℝ) : trial ψ (c + (t : 𝕜) • w) = trial ψ c + (t : 𝕜) • trial ψ w := by
    simp only [trial, Pi.add_apply, Pi.smul_apply, smul_eq_mul, add_smul,
      Finset.sum_add_distrib, Finset.smul_sum, smul_smul]
  have expand (x y : V) (t : ℝ) : ‖x + (t : 𝕜) • y‖ ^ 2
      = ‖x‖ ^ 2 + 2 * t * RCLike.re (inner 𝕜 y x) + t ^ 2 * ‖y‖ ^ 2 := by
    rw [norm_add_sq (𝕜 := 𝕜), inner_smul_right, RCLike.re_ofReal_mul, norm_smul,
      RCLike.norm_ofReal, mul_pow, sq_abs, inner_re_symm]
    ring
  -- half the first variation along `w` is the sum of the `‖w i‖ ^ 2`
  have key : inner 𝕜 (residual H E (trial ψ w)) (residual H E (trial ψ c))
      - (lam : 𝕜) * inner 𝕜 (trial ψ w) (trial ψ c) = ((∑ i, ‖w i‖ ^ 2 : ℝ) : 𝕜) := by
    rw [residual_trial, residual_trial, inner_trial, inner_trial ψ, Finset.mul_sum,
      ← Finset.sum_sub_distrib]
    push_cast
    refine Finset.sum_congr rfl fun i _ => ?_
    have hwi := congrFun hw i
    simp only [Pi.sub_apply, Pi.smul_apply, smul_eq_mul, residualMatrix,
      overlap_mulVec] at hwi
    rw [← RCLike.conj_mul]
    linear_combination (-(starRingEnd 𝕜 (w i))) * hwi
  have hre := congrArg RCLike.re key
  rw [map_sub, RCLike.re_ofReal_mul, RCLike.ofReal_re] at hre
  -- a nonnegative quadratic without constant term has no linear term
  have hpos : ∀ t : ℝ, 0 ≤ (‖residual H E (trial ψ w)‖ ^ 2 - lam * ‖trial ψ w‖ ^ 2) * (t * t)
      + (2 * ∑ i, ‖w i‖ ^ 2) * t + 0 := by
    intro t
    have h := hmin (c + (t : 𝕜) • w)
    rw [htr, map_add, map_smul, expand, expand] at h
    rw [← hre]
    linarith
  have hd := discrim_le_zero hpos
  unfold discrim at hd
  have hS : ∑ i, ‖w i‖ ^ 2 = 0 :=
    (pow_eq_zero_iff two_ne_zero).1 (le_antisymm (by linarith) (sq_nonneg _))
  have hw0 : w = 0 := funext fun i => norm_eq_zero.1 ((pow_eq_zero_iff two_ne_zero).1
    ((Finset.sum_eq_zero_iff_of_nonneg fun i _ => sq_nonneg ‖w i‖).1 hS i (Finset.mem_univ i)))
  exact sub_eq_zero.1 (hw.symm.trans hw0)

/-- For linearly independent `ψ_i`, a number `x` with `R c = x S c` and `c ≠ 0` is the
residual ratio of the trial vector of `c`; in particular it is real. -/
theorem ratio_of_secular (H : V →ₗ[𝕜] V) (E : ℝ) {ψ : ι → V} (hψ : LinearIndependent 𝕜 ψ)
    {c : ι → 𝕜} (hc : c ≠ 0) {x : 𝕜}
    (h : residualMatrix H E ψ *ᵥ c = x • (overlap 𝕜 ψ *ᵥ c)) :
    x = (ratio H E (trial ψ c) : 𝕜) := by
  have hq : inner 𝕜 (residual H E (trial ψ c)) (residual H E (trial ψ c))
      = x * inner 𝕜 (trial ψ c) (trial ψ c) := by
    rw [residual_trial, inner_trial, inner_trial ψ, Finset.mul_sum]
    refine Finset.sum_congr rfl fun i _ => ?_
    have hi := congrFun h i
    simp only [Pi.smul_apply, smul_eq_mul, residualMatrix, overlap_mulVec] at hi
    linear_combination (starRingEnd 𝕜 (c i)) * hi
  rw [inner_self_eq_norm_sq_to_K, inner_self_eq_norm_sq_to_K] at hq
  unfold ratio
  push_cast
  rw [eq_div_iff (pow_ne_zero 2
    (RCLike.ofReal_ne_zero.2 (norm_ne_zero_iff.2 (trial_ne_zero hψ hc))))]
  exact hq.symm

/-- The determinant of `R - x S` vanishes exactly when `R c = x S c` has a nonzero solution. -/
theorem det_eq_zero_iff [DecidableEq ι] (H : V →ₗ[𝕜] V) (E : ℝ) (ψ : ι → V) (x : 𝕜) :
    (residualMatrix H E ψ - x • overlap 𝕜 ψ).det = 0 ↔
      ∃ c : ι → 𝕜, c ≠ 0 ∧ residualMatrix H E ψ *ᵥ c = x • (overlap 𝕜 ψ *ᵥ c) := by
  rw [← Matrix.exists_mulVec_eq_zero_iff]
  simp only [Matrix.sub_mulVec, Matrix.smul_mulVec, sub_eq_zero]

/-- **Wood-Zunger step.** For a nonempty finite family of linearly independent `ψ_i`, the
residual ratio over nonzero vectors of their span attains a minimum `lam`; nonzero coefficients
are minimizing exactly when `R c = lam S c`, and `lam` is the least real root of
`det (R - x S)`. -/
theorem wood_zunger_step [Nonempty ι] [DecidableEq ι] (H : V →ₗ[𝕜] V) (E : ℝ) {ψ : ι → V}
    (hψ : LinearIndependent 𝕜 ψ) :
    ∃ lam : ℝ,
      IsLeast (ratio H E '' {v | v ∈ Submodule.span 𝕜 (Set.range ψ) ∧ v ≠ 0}) lam ∧
      (∀ c : ι → 𝕜, c ≠ 0 → (ratio H E (trial ψ c) = lam ↔
        residualMatrix H E ψ *ᵥ c = (lam : 𝕜) • (overlap 𝕜 ψ *ᵥ c))) ∧
      IsLeast {x : ℝ | (residualMatrix H E ψ - (x : 𝕜) • overlap 𝕜 ψ).det = 0} lam := by
  obtain ⟨c, hc, hmin⟩ := exists_minimum H E hψ
  have hpos (d : ι → 𝕜) (hd : d ≠ 0) : 0 < ‖trial ψ d‖ ^ 2 :=
    pow_pos (norm_pos_iff.2 (trial_ne_zero hψ hd)) 2
  -- every minimizer solves the generalized eigenvalue problem
  have hsec (d : ι → 𝕜) (hd : d ≠ 0) (h : ratio H E (trial ψ d) = ratio H E (trial ψ c)) :
      residualMatrix H E ψ *ᵥ d
        = (ratio H E (trial ψ c) : 𝕜) • (overlap 𝕜 ψ *ᵥ d) := by
    refine secular_of_minimum H E ψ d _ ((div_eq_iff (hpos d hd).ne').1 h) fun e => ?_
    by_cases he : e = 0
    · simp [he, trial]
    · exact (le_div_iff₀ (hpos e he)).1 (hmin e he)
  refine ⟨ratio H E (trial ψ c), ⟨⟨trial ψ c, ⟨?_, trial_ne_zero hψ hc⟩, rfl⟩, ?_⟩, ?_, ?_, ?_⟩
  · exact (Submodule.mem_span_range_iff_exists_fun 𝕜).2 ⟨c, rfl⟩
  · rintro _ ⟨v, ⟨hv, hv0⟩, rfl⟩
    obtain ⟨d, rfl⟩ := (Submodule.mem_span_range_iff_exists_fun 𝕜).1 hv
    exact hmin d (by rintro rfl; simp at hv0)
  · exact fun d hd => ⟨hsec d hd, fun h =>
      (RCLike.ofReal_inj.1 (ratio_of_secular H E hψ hd h)).symm⟩
  · exact (det_eq_zero_iff H E ψ _).2 ⟨c, hc, hsec c hc rfl⟩
  · -- every root is the ratio of some trial vector
    intro x hx
    obtain ⟨d, hd, h⟩ := (det_eq_zero_iff H E ψ _).1 hx
    rw [RCLike.ofReal_inj.1 (ratio_of_secular H E hψ hd h)]
    exact hmin d hd

/-- For linearly independent `ψ_i`, the residual matrix is singular exactly when their span
contains an eigenvector of `H` with eigenvalue `E`. -/
theorem det_residualMatrix_eq_zero_iff [DecidableEq ι] (H : V →ₗ[𝕜] V) (E : ℝ) {ψ : ι → V}
    (hψ : LinearIndependent 𝕜 ψ) :
    (residualMatrix H E ψ).det = 0 ↔
      ∃ v ∈ Submodule.span 𝕜 (Set.range ψ), v ≠ 0 ∧ H v = (E : 𝕜) • v := by
  have hres (v : V) : residual H E v = 0 ↔ H v = (E : 𝕜) • v := by
    simp [residual, sub_eq_zero]
  rw [← Matrix.exists_mulVec_eq_zero_iff]
  constructor
  · rintro ⟨c, hc, h⟩
    have hv := trial_ne_zero hψ hc
    have hx := ratio_of_secular H E hψ hc (x := 0) (by rw [h, zero_smul])
    have hr : ratio H E (trial ψ c) = 0 := by exact_mod_cast hx.symm
    have hn := (div_eq_zero_iff.1 hr).resolve_right (pow_ne_zero 2 (norm_ne_zero_iff.2 hv))
    exact ⟨trial ψ c, (Submodule.mem_span_range_iff_exists_fun 𝕜).2 ⟨c, rfl⟩, hv,
      (hres _).1 (norm_eq_zero.1 ((pow_eq_zero_iff two_ne_zero).1 hn))⟩
  · rintro ⟨v, hv, hv0, h⟩
    obtain ⟨c, rfl⟩ := (Submodule.mem_span_range_iff_exists_fun 𝕜).1 hv
    refine ⟨c, by rintro rfl; simp at hv0, funext fun i => ?_⟩
    have h0 : residual H E (trial ψ c) = 0 := (hres _).2 h
    rw [residualMatrix, overlap_mulVec, ← residual_trial, h0, inner_zero_right, Pi.zero_apply]

end

end WoodZunger
```

```lean
#print axioms WoodZunger.wood_zunger_step
-- 'WoodZunger.wood_zunger_step' depends on axioms: [propext, Classical.choice, Quot.sound]
#print axioms WoodZunger.det_residualMatrix_eq_zero_iff
-- 'WoodZunger.det_residualMatrix_eq_zero_iff' depends on axioms: [propext, Classical.choice, Quot.sound]
```

## The minimum, its coefficients and the determinant

The quantity to be minimised is `ratio`,
$$\rho(v)=\frac{\|(H-E)v\|^2}{\|v\|^2},\qquad v\neq 0 .$$
`wood_zunger_step` provides a real number $\lambda$, called `lam`, with three properties:

- $\lambda$ is the minimum of $\rho$ over the nonzero vectors of the span. `IsLeast` says that the value is attained and that no other value is smaller.
- For $c\neq0$, the vector $v(c)$ is a minimiser exactly when $Rc=\lambda Sc$.
- $\lambda$ is the least real root of $\det(R-xS)$.

In Lean, `𝕜` is $\mathbb R$ or $\mathbb C$, the finite type `ι` labels the vectors, `overlap 𝕜 ψ` is $S$, `residualMatrix H E ψ` is $R$, and `trial ψ c` is $v(c)$.

A second theorem, `det_residualMatrix_eq_zero_iff`, says that $R$ is singular exactly when the span contains an eigenvector of $H$ with eigenvalue $E$.

## Residual minimisation for an orbital

In electronic-structure calculations this is the subspace step of residual-minimisation eigensolvers that minimise the ratio $\rho$, here for one fixed $E$ and the ordinary eigenproblem $Hv=\varepsilon v$. The stored vectors and their residuals suffice to find the best combination, without applying $H$ again: the vectors give $S$, the residuals give $R$, and the residual of $v(c)$ is $\sum_i c_i r_i$.

$H$ need not be Hermitian, and the space may be infinite-dimensional, but $H$ must act on all of it. Linear independence means that the stored vectors contain no redundancy; it makes $v(c)\ne0$ whenever $c\neq0$. The theorems concern a single minimisation in a given span. They do not treat the choice of new vectors, the updating of $E$, convergence or rounding errors.

## A two-vector example

Take $H=\mathrm{diag}(0,3)$, $E=2$, $\psi_1=(1,0)$ and $\psi_2=(1,1)$. Then $r_1=(-2,0)$, $r_2=(-2,1)$ and
$$R=\begin{pmatrix}4&4\\4&5\end{pmatrix},\qquad S=\begin{pmatrix}1&1\\1&2\end{pmatrix},$$
$$\det(R-xS)=(4-x)(5-2x)-(4-x)^2=(4-x)(1-x).$$
So $\lambda=1$, and $(R-S)c=0$ gives $c=(1,-1)$ up to scale. The trial vector $(0,-1)$ is normalised and is the eigenvector with eigenvalue $3$, the one nearest to $E$, and not the ground state. The minimiser is an exact eigenvector here because the span is the whole plane and, for this diagonal $H$, the eigenvalue $3$ is strictly nearer to $E$ than $0$ is; in a smaller span the minimiser need not be one.

## From the variation to the smallest root

**A minimum exists.** Expanding in the coefficients,
$$\|(H-E)v(c)\|^2=c^\dagger Rc,\qquad \|v(c)\|^2=c^\dagger Sc .$$
The ratio is continuous on the compact unit sphere of coefficients, where the denominator is nonzero, so it attains a minimum there. Since $\rho(av)=\rho(v)$ for $a\neq0$, this is the minimum over all $c\ne0$. This is `exists_minimum`.

**A minimiser solves the secular equation.** Let $\lambda$ be the minimum and $A=R-\lambda S$, a Hermitian matrix. Then $d^\dagger Ad\ge0$ for all $d$, with equality at a minimiser $c$. Put $w=Ac$. For real $t$,
$$0\le(c+tw)^\dagger A(c+tw)=2t\sum_i|w_i|^2+t^2\,w^\dagger Aw .$$
A quadratic with no constant term can stay nonnegative on both sides of $t=0$ only if its linear coefficient vanishes. Hence $w=0$, that is, $Rc=\lambda Sc$. In `secular_of_minimum`, `key` computes $w^\dagger Ac=\sum_i|w_i|^2$, half the linear coefficient, and `hpos` is the inequality.

**A solution gives its own ratio.** If $Rc=xSc$ with $c\neq0$, multiplying by $c^\dagger$ gives $c^\dagger Rc=x\,c^\dagger Sc$, so $x=\rho(v(c))$. This is `ratio_of_secular`. Such an $x$ is real and at least $\lambda$, and if $x=\lambda$ then $v(c)$ is a minimiser.

**The determinant.** $\det(R-xS)=0$ exactly when $(R-xS)c=0$ for some $c\ne0$ (`det_eq_zero_iff`). So $\lambda$ is a root, and every root is at least $\lambda$.

**Singular $R$.** If $Rc=0$ with $c\ne0$, `ratio_of_secular` with $x=0$ gives $\rho(v(c))=0$, hence $Hv(c)=Ev(c)$. Conversely, if $(H-E)v(c)=0$, then $(Rc)_i=\langle r_i,(H-E)v(c)\rangle=0$ for every $i$.

## The discriminant in place of a limit

The variational step turns on Mathlib's `discrim_le_zero`: if $at^2+bt+k\ge0$ for all real $t$, then $b^2-4ak\le0$. Here $k=0$ and $b=2\sum_i|w_i|^2$, so $b^2\le0$ and $b=0$. The lemma holds for every real $a$, including zero, so the proof needs neither a derivative nor a case distinction on $w^\dagger Aw$.
